# Matrix elements of $H'-E_iS'$ between differentiable orbitals in a nonorthogonal basis

Suppose I take the orbitals and their energies as given differentiable functions of one nuclear coordinate $R$, instead of constructing them from the Hamiltonian matrix $H(R)$ and the overlap matrix $S(R)$. With $Hc_i=E_iSc_i$ and $c_j^\dagger Sc_i=\delta_{ji}$, I expect

$$c_j^\dagger(H'-E_iS')c_i=(E_i-E_j)\,c_j^\dagger Sc_i'+\delta_{ji}E_i',$$

where primes are $R$-derivatives. Can this be made rigorous and machine-checked, including the extra term from moving basis functions?

## Differentiating first, projecting second

Yes. With differentiability as a hypothesis, the proof needs no perturbation theory for eigenvectors. Differentiate the secular equation at $R_0$:

$$H'c_i+Hc_i'=E_i'Sc_i+E_iS'c_i+E_iSc_i'.$$

Since $H$ and $S$ are Hermitian and $E_j$ is real, the adjoint of $Hc_j=E_jSc_j$ is $c_j^\dagger H=E_jc_j^\dagger S$. Multiplying by $c_j^\dagger$ from the left therefore gives

$$c_j^\dagger H'c_i+E_jc_j^\dagger Sc_i'=E_i'\delta_{ji}+E_ic_j^\dagger S'c_i+E_ic_j^\dagger Sc_i',$$

which rearranges to the claim. For $j=i$ it is the gradient of the orbital energy, $E_i'=c_i^\dagger(H'-E_iS')c_i$, with its Pulay overlap term.

For moving basis functions $\chi_a$, let $D_{ab}=\langle\chi_a|\chi_b'\rangle$. The orbital $\psi_i=\sum_a c_{i,a}\chi_a$ then has the derivative coupling

$$d_{ji}=\langle\psi_j|\psi_i'\rangle=c_j^\dagger Sc_i'+c_j^\dagger Dc_i.$$

If $E_i\ne E_j$, dividing the identity by the gap gives

$$d_{ji}=\frac{c_j^\dagger(H'-E_iS')c_i}{E_i-E_j}+c_j^\dagger Dc_i.$$

Differentiating orthonormality gives $c_j'^\dagger Sc_i+c_j^\dagger S'c_i+c_j^\dagger Sc_i'=0$. Inserting $S'=D+D^\dagger$ groups the terms into $d_{ji}+d_{ij}^*=0$.

## What `SecularPath` assumes

The finite type `n` labels basis functions and `ι` labels orbitals, which need not form a complete set. `star x ⬝ᵥ A *ᵥ y` is $x^\dagger Ay$. Matrices and vectors are differentiated entry by entry, and energies are real by type. Hermiticity is required only at `R₀`, whereas `secular` and `ortho` hold in a neighbourhood of it. Positive definiteness of $S$ is not assumed; the stated normalisation suffices.

Differentiability of the orbitals is assumed, not derived. At a degeneracy this matters: for $j\ne i$ with $E_i=E_j$, the identity forces $c_j^\dagger(H'-E_iS')c_i=0$, so the given orbitals must already diagonalise the perturbation within the degenerate set.

In `totalCoupling`, `D` is simply a matrix. Its reading as overlaps with differentiated basis functions is physical input, as is the condition $S'=D+D^\dagger$, which says that the overlap changes only because the basis functions move.

```lean
import Mathlib

open Matrix Filter Topology

namespace NonorthogonalCouplings

variable {n ι : Type*} [Fintype n] [DecidableEq ι]

/-- Orbitals `c i` with real energies `E i` solve the secular equation `H c = E S c` and are
orthonormal in the overlap `S` for all geometries near `R₀`; `H` and `S` are Hermitian at `R₀`, and
primed quantities are the derivatives at `R₀`. -/
structure SecularPath (H S : ℝ → Matrix n n ℂ) (E : ι → ℝ → ℝ) (c : ι → ℝ → n → ℂ)
    (H' S' : Matrix n n ℂ) (E' : ι → ℝ) (c' : ι → n → ℂ) (R₀ : ℝ) : Prop where
  hermH : (H R₀).IsHermitian
  hermS : (S R₀).IsHermitian
  derivH : ∀ a b, HasDerivAt (fun R => H R a b) (H' a b) R₀
  derivS : ∀ a b, HasDerivAt (fun R => S R a b) (S' a b) R₀
  derivE : ∀ i, HasDerivAt (E i) (E' i) R₀
  derivC : ∀ i a, HasDerivAt (fun R => c i R a) (c' i a) R₀
  secular : ∀ i, ∀ᶠ R in 𝓝 R₀, H R *ᵥ c i R = (E i R : ℂ) • (S R *ᵥ c i R)
  ortho : ∀ j i, ∀ᶠ R in 𝓝 R₀, star (c j R) ⬝ᵥ S R *ᵥ c i R = if j = i then 1 else 0

/-- The derivative coupling of two orbitals `x` and `y` in a moving basis: the change `y'` of the
coefficients enters through the overlap `S`, the motion of the basis functions through
the matrix `D` of overlaps between basis functions and their derivatives. -/
def totalCoupling (S D : Matrix n n ℂ) (x y y' : n → ℂ) : ℂ :=
  star x ⬝ᵥ S *ᵥ y' + star x ⬝ᵥ D *ᵥ y

/-- Product rule for a geometry-dependent matrix acting on a geometry-dependent vector. -/
theorem hasDerivAt_mulVec {A : ℝ → Matrix n n ℂ} {v : ℝ → n → ℂ} {A' : Matrix n n ℂ}
    {v' : n → ℂ} {R₀ : ℝ} (hA : ∀ a b, HasDerivAt (fun R => A R a b) (A' a b) R₀)
    (hv : ∀ a, HasDerivAt (fun R => v R a) (v' a) R₀) (a : n) :
    HasDerivAt (fun R => (A R *ᵥ v R) a) ((A' *ᵥ v R₀ + A R₀ *ᵥ v') a) R₀ := by
  have h : HasDerivAt (fun R => ∑ b, A R a b * v R b)
      (∑ b, (A' a b * v R₀ b + A R₀ a b * v' b)) R₀ :=
    HasDerivAt.fun_sum fun b _ => (hA a b).fun_mul (hv b)
  rw [Finset.sum_add_distrib] at h
  exact h

/-- Complex conjugation of a matrix element exchanges bra and ket and takes the adjoint of the
operator. -/
theorem star_matrixElement (A : Matrix n n ℂ) (x y : n → ℂ) :
    star (star x ⬝ᵥ A *ᵥ y) = star y ⬝ᵥ Aᴴ *ᵥ x := by
  rw [Matrix.dotProduct_mulVec (star y), ← Matrix.star_mulVec]
  exact (Matrix.star_dotProduct _ _).symm

variable {H S : ℝ → Matrix n n ℂ} {E : ι → ℝ → ℝ} {c : ι → ℝ → n → ℂ}
  {H' S' : Matrix n n ℂ} {E' : ι → ℝ} {c' : ι → n → ℂ} {R₀ : ℝ}

/-- The secular equation differentiated with respect to the geometry. -/
theorem differentiated_secular (h : SecularPath H S E c H' S' E' c' R₀) (i : ι) :
    H' *ᵥ c i R₀ + H R₀ *ᵥ c' i = (E' i : ℂ) • (S R₀ *ᵥ c i R₀)
      + (E i R₀ : ℂ) • (S' *ᵥ c i R₀ + S R₀ *ᵥ c' i) := by
  funext a
  have h1 := hasDerivAt_mulVec h.derivH (h.derivC i) a
  have h2 := (h.derivE i).ofReal_comp.fun_mul (hasDerivAt_mulVec h.derivS (h.derivC i) a)
  have heq : (fun R => (H R *ᵥ c i R) a) =ᶠ[𝓝 R₀]
      fun R => (E i R : ℂ) * (S R *ᵥ c i R) a := by
    filter_upwards [h.secular i] with R hR
    rw [hR]
    rfl
  -- both sides are the same function near `R₀`, so their derivatives agree
  have h3 := h1.unique (h2.congr_of_eventuallyEq heq)
  simpa only [Pi.add_apply, Pi.smul_apply, smul_eq_mul] using h3

/-- The secular equation read from the left: on the bra of orbital `j` the Hamiltonian acts as
`E j` times the overlap. -/
theorem bra_secular (h : SecularPath H S E c H' S' E' c' R₀) (j : ι) (x : n → ℂ) :
    star (c j R₀) ⬝ᵥ H R₀ *ᵥ x = (E j R₀ : ℂ) * (star (c j R₀) ⬝ᵥ S R₀ *ᵥ x) := by
  have hH := star_matrixElement (H R₀) x (c j R₀)
  have hS := star_matrixElement (S R₀) x (c j R₀)
  rw [h.hermH.eq] at hH
  rw [h.hermS.eq] at hS
  rw [← hH, ← hS, (h.secular j).self_of_nhds, dotProduct_smul, smul_eq_mul, star_mul']
  simp

/-- Coupling identity in a nonorthogonal basis: the matrix element of `H' - E_i S'` between
orbitals `j` and `i` is the energy gap times the coefficient coupling, plus the energy gradient
when `j = i`. -/
theorem nonorthogonal_coupling (h : SecularPath H S E c H' S' E' c' R₀) (j i : ι) :
    star (c j R₀) ⬝ᵥ (H' - (E i R₀ : ℂ) • S') *ᵥ c i R₀
      = ((E i R₀ : ℂ) - E j R₀) * (star (c j R₀) ⬝ᵥ S R₀ *ᵥ c' i)
        + if j = i then (E' i : ℂ) else 0 := by
  -- project the differentiated secular equation on orbital `j`
  have d := congrArg (fun v => star (c j R₀) ⬝ᵥ v) (differentiated_secular h i)
  simp only [dotProduct_add, dotProduct_smul, smul_eq_mul] at d
  rw [bra_secular h j, (h.ortho j i).self_of_nhds] at d
  rw [Matrix.sub_mulVec, Matrix.smul_mulVec, dotProduct_sub, dotProduct_smul, smul_eq_mul]
  split_ifs at d ⊢ <;> linear_combination d

/-- The gradient of an orbital energy is the expectation value of `H' - E_i S'`, where `H'` and `S'`
are the derivatives of the Hamiltonian and overlap matrices. -/
theorem energy_gradient (h : SecularPath H S E c H' S' E' c' R₀) (i : ι) :
    (E' i : ℂ) = star (c i R₀) ⬝ᵥ (H' - (E i R₀ : ℂ) • S') *ᵥ c i R₀ := by
  rw [nonorthogonal_coupling h i i]
  simp

/-- Orthonormality differentiated with respect to the geometry: the changes of bra, overlap and
ket add up to zero. -/
theorem differentiated_orthonormality (h : SecularPath H S E c H' S' E' c' R₀) (j i : ι) :
    star (c' j) ⬝ᵥ S R₀ *ᵥ c i R₀ + star (c j R₀) ⬝ᵥ S' *ᵥ c i R₀
      + star (c j R₀) ⬝ᵥ S R₀ *ᵥ c' i = 0 := by
  have h1 : HasDerivAt (fun R => ∑ a, star (c j R a) * (S R *ᵥ c i R) a)
      (∑ a, (star (c' j a) * (S R₀ *ᵥ c i R₀) a
        + star (c j R₀ a) * (S' *ᵥ c i R₀ + S R₀ *ᵥ c' i) a)) R₀ :=
    HasDerivAt.fun_sum fun a _ =>
      (h.derivC j a).star.fun_mul (hasDerivAt_mulVec h.derivS (h.derivC i) a)
  have heq : (fun R => ∑ a, star (c j R a) * (S R *ᵥ c i R) a) =ᶠ[𝓝 R₀]
      fun _ => if j = i then (1 : ℂ) else 0 := by
    filter_upwards [h.ortho j i] with R hR
    exact hR
  have h2 := h1.unique ((hasDerivAt_const R₀ _).congr_of_eventuallyEq heq)
  rw [Finset.sum_add_distrib] at h2
  have k : star (c' j) ⬝ᵥ S R₀ *ᵥ c i R₀
      + star (c j R₀) ⬝ᵥ (S' *ᵥ c i R₀ + S R₀ *ᵥ c' i) = 0 := h2
  rw [dotProduct_add] at k
  linear_combination k

/-- For orbitals of different energy, the total derivative coupling is the matrix element of
`H' - E_i S'` divided by the energy gap, plus the contribution of the moving basis functions. -/
theorem totalCoupling_eq (h : SecularPath H S E c H' S' E' c' R₀) (D : Matrix n n ℂ)
    {j i : ι} (hE : E i R₀ ≠ E j R₀) :
    totalCoupling (S R₀) D (c j R₀) (c i R₀) (c' i)
      = star (c j R₀) ⬝ᵥ (H' - (E i R₀ : ℂ) • S') *ᵥ c i R₀ / ((E i R₀ : ℂ) - E j R₀)
        + star (c j R₀) ⬝ᵥ D *ᵥ c i R₀ := by
  have hji : j ≠ i := fun e => hE (by rw [e])
  have hgap : (E i R₀ : ℂ) - E j R₀ ≠ 0 := sub_ne_zero.mpr (by exact_mod_cast hE)
  rw [nonorthogonal_coupling h j i, if_neg hji, add_zero, mul_div_cancel_left₀ _ hgap]
  rfl

/-- If the overlap changes only through the motion of the basis functions, `S' = D + D†`, the
total derivative coupling is anti-Hermitian in the orbital indices. -/
theorem totalCoupling_antihermitian (h : SecularPath H S E c H' S' E' c' R₀)
    {D : Matrix n n ℂ} (hD : S' = D + Dᴴ) (j i : ι) :
    totalCoupling (S R₀) D (c j R₀) (c i R₀) (c' i)
      = -star (totalCoupling (S R₀) D (c i R₀) (c j R₀) (c' j)) := by
  have k := differentiated_orthonormality h j i
  rw [hD, Matrix.add_mulVec, dotProduct_add] at k
  unfold totalCoupling
  rw [star_add, star_matrixElement, star_matrixElement, h.hermS.eq]
  linear_combination k

/-- A two-level model with geometry-dependent overlap and energies `1` and `2 + R²` satisfies all
the conditions of `SecularPath` at every geometry, and the coefficient coupling `c₀† S c₁'` of its
orbitals `0` and `1`, in this order, equals one. -/
theorem secularPath_witness (R₀ : ℝ) :
    SecularPath (n := Fin 2) (ι := Fin 2)
      (fun R => !![1, -(R : ℂ); -(R : ℂ), 2 * (R : ℂ) ^ 2 + 2])
      (fun R => !![1, -(R : ℂ); -(R : ℂ), 1 + (R : ℂ) ^ 2])
      (fun i R => ![1, 2 + R ^ 2] i) (fun i R => ![![1, 0], ![(R : ℂ), 1]] i)
      !![0, -1; -1, 2 * (2 * (R₀ : ℂ))] !![0, -1; -1, 2 * (R₀ : ℂ)]
      ![0, 2 * R₀] ![![0, 0], ![1, 0]] R₀ ∧
    star ![(1 : ℂ), 0] ⬝ᵥ !![1, -(R₀ : ℂ); -(R₀ : ℂ), 1 + (R₀ : ℂ) ^ 2] *ᵥ ![1, 0] = 1 := by
  have hX : HasDerivAt (fun R : ℝ => (R : ℂ)) 1 R₀ := by
    simpa using (hasDerivAt_id' R₀).ofReal_comp
  have hQ : HasDerivAt (fun R : ℝ => (R : ℂ) ^ 2) (2 * (R₀ : ℂ)) R₀ := by
    simpa using hX.fun_pow 2
  have hq : HasDerivAt (fun R : ℝ => R ^ 2) (2 * R₀) R₀ := by
    simpa using hasDerivAt_pow 2 R₀
  refine ⟨⟨?_, ?_, ?_, ?_, ?_, ?_, ?_, ?_⟩, ?_⟩
  · refine Matrix.IsHermitian.ext fun a b => ?_
    fin_cases a <;> fin_cases b <;> simp
  · refine Matrix.IsHermitian.ext fun a b => ?_
    fin_cases a <;> fin_cases b <;> simp
  · intro a b
    fin_cases a <;> fin_cases b
    · exact hasDerivAt_const R₀ (1 : ℂ)
    · exact hX.fun_neg
    · exact hX.fun_neg
    · exact (hQ.const_mul 2).add_const 2
  · intro a b
    fin_cases a <;> fin_cases b
    · exact hasDerivAt_const R₀ (1 : ℂ)
    · exact hX.fun_neg
    · exact hX.fun_neg
    · exact hQ.const_add 1
  · intro i
    fin_cases i
    · exact hasDerivAt_const R₀ (1 : ℝ)
    · exact hq.const_add 2
  · intro i a
    fin_cases i <;> fin_cases a
    · exact hasDerivAt_const R₀ (1 : ℂ)
    · exact hasDerivAt_const R₀ (0 : ℂ)
    · exact hX
    · exact hasDerivAt_const R₀ (1 : ℂ)
  · refine fun i => Eventually.of_forall fun R => ?_
    funext a
    fin_cases i <;> fin_cases a <;>
      simp [Matrix.mulVec, dotProduct, Fin.sum_univ_succ]
    all_goals ring
  · refine fun j i => Eventually.of_forall fun R => ?_
    fin_cases j <;> fin_cases i <;>
      simp [Matrix.mulVec, dotProduct, Fin.sum_univ_succ]
    all_goals ring
  · simp [Matrix.mulVec, dotProduct, Fin.sum_univ_succ]

end NonorthogonalCouplings
```

```lean
#print axioms NonorthogonalCouplings.nonorthogonal_coupling
#print axioms NonorthogonalCouplings.energy_gradient
#print axioms NonorthogonalCouplings.totalCoupling_eq
#print axioms NonorthogonalCouplings.totalCoupling_antihermitian
```

```
'NonorthogonalCouplings.nonorthogonal_coupling' depends on axioms: [propext, Classical.choice, Quot.sound]
'NonorthogonalCouplings.energy_gradient' depends on axioms: [propext, Classical.choice, Quot.sound]
'NonorthogonalCouplings.totalCoupling_eq' depends on axioms: [propext, Classical.choice, Quot.sound]
'NonorthogonalCouplings.totalCoupling_antihermitian' depends on axioms: [propext, Classical.choice, Quot.sound]
```

## Equality near $R_0$ is what permits differentiation

`hasDerivAt_mulVec` is the product rule for $Av$. The proof turns on how `differentiated_secular` uses it. An equation at the single point $R_0$ says nothing about derivatives, so the secular equation is stated with `∀ᶠ R in 𝓝 R₀`, meaning for all $R$ sufficiently near $R_0$. `congr_of_eventuallyEq` transfers the derivative of $E_iSc_i$ to $Hc_i$, and `HasDerivAt.unique` equates it with the derivative computed directly. `differentiated_orthonormality` uses the same device, with a constant on one side.

`bra_secular` moves $H$ onto the bra through `star_matrixElement`, the rule $(x^\dagger Ay)^*=y^\dagger A^\dagger x$. `nonorthogonal_coupling` then projects, and `linear_combination` does the rearrangement. `energy_gradient` and `totalCoupling_eq` specialise the result, while `totalCoupling_antihermitian` combines differentiated orthonormality with the condition on $S'$.

`secularPath_witness` shows that the hypotheses are satisfiable with a changing overlap: the orbitals $(1,0)$ and $(R,1)$ have energies $1$ and $2+R^2$. Numbering them $0$ and $1$ as in Lean, the coefficient coupling $c_0^\dagger Sc_1'$ is $1$.

## From matrix derivatives to a coupling in code

For a non-self-consistent tight-binding model with finitely many orbitals, nondegenerate levels and one displacement coordinate, the identity turns the matrix derivatives, together with $D$, into the off-diagonal orbital couplings used in nonadiabatic dynamics. A program solves the generalised eigenproblem once, forms $H'-E_iS'$, sandwiches it between $c_j$ and $c_i$, divides by $E_i-E_j$ and adds $c_j^\dagger Dc_i$. The matrix $D$ has to be supplied from the basis functions, since $S'$ fixes only $D+D^\dagger$. In a self-consistent calculation, $H'$ must be the total derivative, including the response of the density. A finite-difference check of $c_i'$ also needs the orbital phases aligned between neighbouring geometries.
